# Wick's formula for the pair occupation fails for one fermion mixed incoherently over two modes

Suppose one electron sits on a single site in an incoherent mixture of spin up and spin down with equal weights, and the repulsion energy \(U\langle n_\uparrow n_\downarrow\rangle\) is evaluated by factorising the average into occupations. The result is \(U/4\): the electron repels itself. The correct energy is zero, because double occupation takes two electrons. The exchange term does not repair the error, since it vanishes in this state.

The fault lies in using Wick's formula for a state that doesn't satisfy it. The reordering identity for operators that also bears Wick's name is unaffected. What fails is the factorisation of expectation values into pair contractions, which holds for Gaussian states such as Slater determinants and non-interacting grand-canonical states, but not for every mixture of determinants.

## The pair occupation and its three pairings

Let \(a_1,a_2\) annihilate fermions in two modes, let \(\Omega\) be the vacuum, and put \(n_i=a_i^\dagger a_i\) and \(\varphi_i=a_i^\dagger\Omega\). For \(0<p<1\) take

\[
\rho=p\,|\varphi_1\rangle\langle\varphi_1|+(1-p)\,|\varphi_2\rangle\langle\varphi_2|,\qquad \langle A\rangle=\operatorname{tr}(\rho A).
\]

The claim is that \(\langle n_1n_2\rangle=0\), while Wick's formula gives \(p(1-p)>0\).

For the true value, \(n_2\varphi_1=a_2^\dagger a_2a_1^\dagger\Omega=-a_2^\dagger a_1^\dagger a_2\Omega=0\), and in the same way \(n_1\varphi_2=0\). Since \(n_2\varphi_2=\varphi_2\), the product \(n_1n_2\) annihilates both \(\varphi_1\) and \(\varphi_2\), so its average is zero.

Wick's formula for \(n_1n_2=a_1^\dagger a_1a_2^\dagger a_2\) is the signed sum over the three pairings of the four operators:

\[
W=\langle a_1^\dagger a_1\rangle\langle a_2^\dagger a_2\rangle-\langle a_1^\dagger a_2^\dagger\rangle\langle a_1a_2\rangle+\langle a_1^\dagger a_2\rangle\langle a_1a_2^\dagger\rangle .
\]

The contractions are as follows.

- The occupations are \(\langle n_1\rangle=p\) and \(\langle n_2\rangle=1-p\), because \(n_i\varphi_j=\delta_{ij}\varphi_j\).
- The anomalous contractions \(\langle a_1^\dagger a_2^\dagger\rangle\) and \(\langle a_1a_2\rangle\) vanish, because these operators change the particle number by two.
- The off-diagonal contraction \(\langle a_1^\dagger a_2\rangle\) vanishes, because \(a_1^\dagger a_2\varphi_1=0\) and \(a_1^\dagger a_2\varphi_2=\varphi_1\) is orthogonal to \(\varphi_2\). Likewise \(\langle a_1a_2^\dagger\rangle=-\langle a_2^\dagger a_1\rangle=0\).

Hence \(W=p(1-p)\), which is positive for \(0<p<1\).

## Coherence between the modes

Now add \(c\,|\varphi_1\rangle\langle\varphi_2|+\bar c\,|\varphi_2\rangle\langle\varphi_1|\) to \(\rho\). The occupations, the anomalous contractions and \(\langle n_1n_2\rangle=0\) stay as they were. The off-diagonal contractions become

\[
\langle a_1^\dagger a_2\rangle=\bar c\,\langle\varphi_1,a_1^\dagger a_2\varphi_2\rangle=\bar c,\qquad
\langle a_1a_2^\dagger\rangle=-\langle a_2^\dagger a_1\rangle=-c,
\]

so \(W=p(1-p)-|c|^2\). On the one-particle space the state is the block

\[
R=\begin{pmatrix}p&c\\ \bar c&1-p\end{pmatrix},\qquad
R^2=\begin{pmatrix}p^2+|c|^2&c\\ \bar c&(1-p)^2+|c|^2\end{pmatrix}.
\]

The off-diagonal entries of \(R^2\) and \(R\) always agree. Each diagonal entry agrees exactly when \(|c|^2=p(1-p)\), since \(p-p^2=(1-p)-(1-p)^2\). So Wick's formula for \(\langle n_1n_2\rangle\) holds if and only if \(\rho^2=\rho\), that is, when the electron is in a pure superposition of the two modes.

For contrast, let the modes be occupied independently with probabilities \(p\) and \(q\). Then \(\langle n_1\rangle=p(1-q)+pq=p\), \(\langle n_2\rangle=(1-p)q+pq=q\) and \(\langle n_1n_2\rangle=pq\). The state is diagonal in the occupation basis, so the other two pairings vanish and \(W=pq\) as well. With \(q=1-p\) this state has the same occupations as the mixture but a different pair occupation: occupations alone do not determine \(\langle n_1n_2\rangle\).

## In an electronic-structure calculation

The Hartree–Fock factorisation evaluates a density-density interaction from the one-body density matrix \(\gamma_{ij}=\langle a_i^\dagger a_j\rangle\) as \(U(\gamma_{11}\gamma_{22}-\gamma_{12}\gamma_{21})\). For a single electron in two modes this is \(U\det\gamma\), and it is spurious unless \(\gamma^2=\gamma\). The case arises in canonical thermal averages, where \(p\) is a Boltzmann weight, and in averages over degenerate one-electron states. Comparing \(\gamma^2\) with \(\gamma\) before factorising detects it in this one-electron model.

## Modes and states as matrices

```lean
import Mathlib

open Matrix

namespace WickCanonicalMixture

noncomputable section

/-- Operators on the Fock space of two fermion modes, in the basis
`Ω, a1†Ω, a2†Ω, a1†a2†Ω`. -/
abbrev Op := Matrix (Fin 4) (Fin 4) ℂ
```

An operator is a complex 4×4 matrix. Lean counts rows and columns from 0, so index 0 is the vacuum, indices 1 and 2 are \(\varphi_1\) and \(\varphi_2\), and index 3 is the doubly occupied state \(a_1^\dagger a_2^\dagger\Omega\).

```lean
/-- The annihilation operator of the first mode. -/
def a1 : Op := !![0, 1, 0, 0; 0, 0, 0, 0; 0, 0, 0, 1; 0, 0, 0, 0]

/-- The annihilation operator of the second mode, with its Jordan-Wigner sign. -/
def a2 : Op := !![0, 0, 1, 0; 0, 0, 0, -1; 0, 0, 0, 0; 0, 0, 0, 0]
```

The entry \(-1\) in `a2` records \(a_2a_1^\dagger a_2^\dagger\Omega=-a_1^\dagger\Omega\). It is fixed by the order of creation operators chosen for the last basis vector. Creation operators are the conjugate transposes, written `a1ᴴ` and `a2ᴴ`.

```lean
/-- The vacuum vector `Ω`. -/
def vac : Fin 4 → ℂ := ![1, 0, 0, 0]

/-- The operator `|u⟩⟨v|`. -/
def ketbra (u v : Fin 4 → ℂ) : Op := vecMulVec u (star v)
```

The second argument of `ketbra` is conjugated, as in \(|u\rangle\langle v|\).

```lean
/-- The canonical one-particle mixture: weight `p` on `a1†Ω` and `1 - p` on `a2†Ω`. -/
def mixture (p : ℝ) : Op :=
  (p : ℂ) • ketbra (a1ᴴ *ᵥ vac) (a1ᴴ *ᵥ vac) +
    (1 - (p : ℂ)) • ketbra (a2ᴴ *ᵥ vac) (a2ᴴ *ᵥ vac)
```

The one-particle vectors are obtained by applying `a1ᴴ` and `a2ᴴ` to the vacuum. The weight `p` is a real parameter; no Hamiltonian or temperature enters, so a thermal reading has to supply its value.

```lean
/-- The one-particle mixture with an added coherence `c` between the two modes. -/
def coherent (p : ℝ) (c : ℂ) : Op :=
  mixture p + c • ketbra (a1ᴴ *ᵥ vac) (a2ᴴ *ᵥ vac) +
    star c • ketbra (a2ᴴ *ᵥ vac) (a1ᴴ *ᵥ vac)
```

The coherence `c` may be any complex number. The matrix is a physical state only for \(0\le p\le1\) and \(|c|^2\le p(1-p)\), but the identities below are algebraic and need neither condition.

```lean
/-- The expectation value `tr(ρ A)`. -/
def expect (ρ A : Op) : ℂ := (ρ * A).trace

/-- The Wick value of `⟨A B C D⟩`: the signed sum over all three pairings. -/
def wick (ρ A B C D : Op) : ℂ :=
  expect ρ (A * B) * expect ρ (C * D) - expect ρ (A * C) * expect ρ (B * D) +
    expect ρ (A * D) * expect ρ (B * C)
```

`wick` contains all three pairings, with the minus sign on the crossed one. Off-diagonal and anomalous contractions are therefore kept in the definition, and their vanishing has to be proved.

The fermionic character could also have been put in abstractly: a star-algebra with the anticommutation relations as hypotheses, and the state as a positive linear functional. The result would then apply in any representation, but the relations would be assumed, and the state would have to be constructed or specified by its values. With explicit matrices the relations become a theorem.

```lean
/-- The two modes obey the canonical anticommutation relations. -/
theorem anticommutation :
    a1 * a1ᴴ + a1ᴴ * a1 = 1 ∧ a2 * a2ᴴ + a2ᴴ * a2 = 1 ∧
    a1 * a2 + a2 * a1 = 0 ∧ a1 * a2ᴴ + a2ᴴ * a1 = 0 ∧
    a1 * a1 = 0 ∧ a2 * a2 = 0 := by
  refine ⟨?_, ?_, ?_, ?_, ?_, ?_⟩ <;>
    (ext i j; fin_cases i <;> fin_cases j <;>
      simp [-Matrix.cons_mul, a1, a2, Matrix.mul_apply, Fin.sum_univ_four])
```

These six identities, together with their adjoints, are the full set of anticommutation relations for two modes. The proof compares the matrices entry by entry: `fin_cases` runs through the indices and `simp` evaluates each sum.

## Expectation values in the one-particle sector

```lean
/-- The matrix of the one-particle state with coherence `c`. -/
theorem coherent_eq (p : ℝ) (c : ℂ) : coherent p c =
    !![0, 0, 0, 0; 0, (p : ℂ), c, 0; 0, star c, 1 - (p : ℂ), 0; 0, 0, 0, 0] := by
  ext i j
  fin_cases i <;> fin_cases j <;>
    simp [coherent, mixture, ketbra, vecMulVec_apply, Matrix.mulVec, dotProduct,
      Fin.sum_univ_four, a1, a2, vac]
```

This lemma turns the ket-bra definition into the block \(R\), bordered by zeros.

```lean
/-- Expectation values in the one-particle state involve only the one-particle block
of the observable. -/
theorem expect_coherent (p : ℝ) (c : ℂ) (A : Op) : expect (coherent p c) A =
    (p : ℂ) * A 1 1 + (1 - (p : ℂ)) * A 2 2 + c * A 2 1 + star c * A 1 2 := by
  rw [coherent_eq]
  simp [-Matrix.cons_mul, expect, Matrix.trace, Matrix.mul_apply, Fin.sum_univ_four]
  ring
```

Writing out the trace gives \(\langle A\rangle=pA_{11}+(1-p)A_{22}+cA_{21}+\bar cA_{12}\). Every later average in a one-particle state is read off from this formula.

```lean
/-- For `0 ≤ p ≤ 1` the canonical mixture has trace one, and `⟨A†A⟩` has nonnegative real part for
every operator `A`. -/
theorem mixture_is_state (p : ℝ) (h0 : 0 ≤ p) (h1 : p ≤ 1) :
    expect (mixture p) 1 = 1 ∧ ∀ A : Op, 0 ≤ (expect (mixture p) (Aᴴ * A)).re := by
  have hm : mixture p = coherent p 0 := by simp [coherent]
  rw [hm]
  refine ⟨by simp [expect_coherent], fun A => ?_⟩
  -- diagonal entries of `A†A` are sums of squared moduli
  have h : ∀ j, (Aᴴ * A) j j = ((∑ k, Complex.normSq (A k j) : ℝ) : ℂ) := by
    intro j
    rw [Matrix.mul_apply, Complex.ofReal_sum]
    refine Finset.sum_congr rfl fun k _ => ?_
    rw [Complex.normSq_eq_conj_mul_self]
    rfl
  have e : ∀ (s t : ℝ) (x y : ℂ),
      ((p : ℂ) * s + (1 - (p : ℂ)) * t + 0 * x + star (0 : ℂ) * y).re
        = p * s + (1 - p) * t := by
    intro s t x y
    simp
  rw [expect_coherent, h, h, e]
  exact add_nonneg
    (mul_nonneg h0 (Finset.sum_nonneg fun k _ => Complex.normSq_nonneg _))
    (mul_nonneg (sub_nonneg.2 h1) (Finset.sum_nonneg fun k _ => Complex.normSq_nonneg _))
```

For \(0\le p\le1\) the mixture has trace one and gives \(\langle A^\dagger A\rangle\) a nonnegative real part. The argument is the identity \(\langle A^\dagger A\rangle=p\|A\varphi_1\|^2+(1-p)\|A\varphi_2\|^2\), which also shows that the average is real, so the mixture is a state. In the code, `h` writes the diagonal entries of \(A^\dagger A\) as sums of squared moduli, `e` takes the real part with the coherence set to zero, and the last lines add two nonnegative terms.

```lean
/-- The six contractions entering the Wick value of `⟨n1 n2⟩`, and `⟨n1 n2⟩` itself,
in the one-particle state with coherence `c`. -/
theorem contractions (p : ℝ) (c : ℂ) :
    expect (coherent p c) (a1ᴴ * a1) = p ∧
    expect (coherent p c) (a2ᴴ * a2) = 1 - p ∧
    expect (coherent p c) (a1ᴴ * a2ᴴ) = 0 ∧
    expect (coherent p c) (a1 * a2) = 0 ∧
    expect (coherent p c) (a1ᴴ * a2) = star c ∧
    expect (coherent p c) (a1 * a2ᴴ) = -c ∧
    expect (coherent p c) (a1ᴴ * a1 * (a2ᴴ * a2)) = 0 := by
  refine ⟨?_, ?_, ?_, ?_, ?_, ?_, ?_⟩ <;>
    simp [-Matrix.cons_mul, expect_coherent, Matrix.mul_apply, Fin.sum_univ_four, a1, a2]
```

The first six statements are the contractions in \(W\), and the seventh is the true pair occupation. The proof inserts the matrices of the operator products into `expect_coherent`. The values \(\bar c\) and \(-c\) agree with the derivation by hand, including the sign from exchanging \(a_1\) and \(a_2^\dagger\).

## The failure and its idempotency criterion

```lean
/-- In the canonical one-particle mixture with `0 < p < 1` the off-diagonal and anomalous
contractions vanish and `⟨n1 n2⟩ = 0`, while the Wick value is `p (1 - p) > 0`. -/
theorem wick_fails_for_mixture (p : ℝ) (h0 : 0 < p) (h1 : p < 1) :
    (expect (mixture p) (a1ᴴ * a2) = 0 ∧ expect (mixture p) (a1 * a2ᴴ) = 0 ∧
      expect (mixture p) (a1ᴴ * a2ᴴ) = 0 ∧ expect (mixture p) (a1 * a2) = 0) ∧
    expect (mixture p) (a1ᴴ * a1 * (a2ᴴ * a2)) = 0 ∧
    wick (mixture p) a1ᴴ a1 a2ᴴ a2 = ((p * (1 - p) : ℝ) : ℂ) ∧
    0 < p * (1 - p) := by
  have hm : mixture p = coherent p 0 := by simp [coherent]
  obtain ⟨n1, n2, k1, k2, x1, x2, nn⟩ := contractions p 0
  rw [star_zero] at x1
  rw [neg_zero] at x2
  rw [hm]
  refine ⟨⟨x1, x2, k1, k2⟩, nn, ?_, mul_pos h0 (sub_pos.2 h1)⟩
  rw [wick, n1, n2, k1, k2, x1, x2]
  push_cast
  ring
```

Under the hypotheses \(0<p<1\), the theorem states that the four off-diagonal and anomalous contractions are zero, that \(\langle n_1n_2\rangle=0\), that the Wick value is \(p(1-p)\), and that this number is positive. The proof treats the mixture as the case \(c=0\) of `coherent`, takes the contractions from the preceding lemma, and substitutes them into the definition of `wick`. The strict inequalities serve only the final positivity claim. At \(p=0\) or \(p=1\) the state is a single determinant and both values are zero.

```lean
/-- With coherence `c` the Wick value of `⟨n1 n2⟩` is `p (1 - p) - |c|²`. -/
theorem wick_coherent (p : ℝ) (c : ℂ) :
    wick (coherent p c) a1ᴴ a1 a2ᴴ a2 = (p : ℂ) * (1 - p) - c * star c := by
  obtain ⟨n1, n2, k1, k2, x1, x2, -⟩ := contractions p c
  rw [wick, n1, n2, k1, k2, x1, x2]
  ring
```

Here \(|c|^2\) appears as `c * star c`. The same substitution is made with `c` left general.

```lean
/-- For one-particle states, Wick's formula for `⟨n1 n2⟩` holds exactly when `ρ² = ρ`. -/
theorem wick_iff_idempotent (p : ℝ) (c : ℂ) :
    expect (coherent p c) (a1ᴴ * a1 * (a2ᴴ * a2)) = wick (coherent p c) a1ᴴ a1 a2ᴴ a2 ↔
      coherent p c * coherent p c = coherent p c := by
  have sq : coherent p c * coherent p c =
      !![0, 0, 0, 0;
         0, (p : ℂ) * p + c * star c, (p : ℂ) * c + c * (1 - (p : ℂ)), 0;
         0, star c * p + (1 - (p : ℂ)) * star c,
            star c * c + (1 - (p : ℂ)) * (1 - (p : ℂ)), 0;
         0, 0, 0, 0] := by
    rw [coherent_eq]
    ext i j
    fin_cases i <;> fin_cases j <;> simp [Matrix.mul_apply, Fin.sum_univ_four]
  rw [(contractions p c).2.2.2.2.2.2, wick_coherent, sq, coherent_eq]
  constructor
  · intro h
    have e11 : (p : ℂ) * p + c * star c = p := by linear_combination h
    have e12 : (p : ℂ) * c + c * (1 - (p : ℂ)) = c := by ring
    have e21 : star c * p + (1 - (p : ℂ)) * star c = star c := by ring
    have e22 : star c * c + (1 - (p : ℂ)) * (1 - (p : ℂ)) = 1 - p := by
      linear_combination h
    rw [e11, e12, e21, e22]
  · intro h
    -- the first diagonal entry of the one-particle block suffices
    have h11 : (p : ℂ) * p + c * star c = p := congrFun (congrFun h 1) 1
    linear_combination h11
```

The equivalence covers every real `p` and complex `c`, and it concerns only the formula for \(\langle n_1n_2\rangle\), not other operator products or larger numbers of modes. The auxiliary statement `sq` is the matrix \(R^2\) with its border of zeros. After rewriting, the left side reads \(0=p(1-p)-c\bar c\). From left to right, `e11` and `e22` obtain the diagonal entries from this equation, while `e12` and `e21` hold identically. From right to left, the entry with both indices equal to 1 already gives \(p^2+c\bar c=p\), which is the same equation rearranged.

## Independent occupations

```lean
/-- The product state in which the modes are occupied independently, with
probabilities `p` and `q`. -/
def independent (p q : ℝ) : Op :=
  Matrix.diagonal ![(1 - (p : ℂ)) * (1 - q), (p : ℂ) * (1 - q), (1 - (p : ℂ)) * q, (p : ℂ) * q]
```

The diagonal entries are the probabilities of the four occupation patterns, in the order of the basis. They are genuine probabilities when `p` and `q` lie between 0 and 1; the algebra doesn't use this restriction.

```lean
/-- The product state has mean occupations `p` and `q`, and it satisfies Wick's formula
for `⟨n1 n2⟩`. -/
theorem wick_holds_for_independent (p q : ℝ) :
    expect (independent p q) (a1ᴴ * a1) = p ∧ expect (independent p q) (a2ᴴ * a2) = q ∧
    expect (independent p q) (a1ᴴ * a1 * (a2ᴴ * a2)) =
      wick (independent p q) a1ᴴ a1 a2ᴴ a2 := by
  have e : ∀ A : Op, expect (independent p q) A =
      (1 - (p : ℂ)) * (1 - q) * A 0 0 + (p : ℂ) * (1 - q) * A 1 1 +
        (1 - (p : ℂ)) * q * A 2 2 + (p : ℂ) * q * A 3 3 := by
    intro A
    simp [expect, independent, Matrix.trace, Matrix.diagonal_mul, Fin.sum_univ_four]
  have n1 : expect (independent p q) (a1ᴴ * a1) = p := by
    rw [e]
    simp [Matrix.mul_apply, Fin.sum_univ_four, a1]
    ring
  have n2 : expect (independent p q) (a2ᴴ * a2) = q := by
    rw [e]
    simp [Matrix.mul_apply, Fin.sum_univ_four, a2]
    ring
  have nn : expect (independent p q) (a1ᴴ * a1 * (a2ᴴ * a2)) = (p : ℂ) * q := by
    rw [e]
    simp [Matrix.mul_apply, Fin.sum_univ_four, a1, a2]
  have k : expect (independent p q) (a1ᴴ * a2ᴴ) = 0 := by
    rw [e]
    simp [Matrix.mul_apply, Fin.sum_univ_four, a1, a2]
  have x : expect (independent p q) (a1ᴴ * a2) = 0 := by
    rw [e]
    simp [Matrix.mul_apply, Fin.sum_univ_four, a1, a2]
  refine ⟨n1, n2, ?_⟩
  rw [wick, nn, n1, n2, k, x]
  ring

end

end WickCanonicalMixture
```

The local formula `e` expresses an average as a weighted sum of diagonal entries. From it follow the two occupations, the pair occupation \(pq\), and the vanishing of \(\langle a_1^\dagger a_2^\dagger\rangle\) and \(\langle a_1^\dagger a_2\rangle\). One zero factor in each of the last two pairings removes the whole product, so the remaining two contractions need not be computed.

The physical difference from the mixture shows in the particle number \(N=n_1+n_2\), whose variance is

\[
\langle n_1\rangle(1-\langle n_1\rangle)+\langle n_2\rangle(1-\langle n_2\rangle)+2\bigl(\langle n_1n_2\rangle-\langle n_1\rangle\langle n_2\rangle\bigr).
\]

For \(q=1-p\) the independent state has variance \(2p(1-p)\). In the mixture the last term is \(-2p(1-p)\) and cancels the others, as a fixed particle number requires. Replacing \(\langle n_1n_2\rangle\) by its Wick value removes this correlation and assigns number fluctuations to a system that always holds exactly one electron.

```lean
#print axioms WickCanonicalMixture.mixture_is_state
-- 'WickCanonicalMixture.mixture_is_state' depends on axioms: [propext, Classical.choice, Quot.sound]
#print axioms WickCanonicalMixture.wick_fails_for_mixture
-- 'WickCanonicalMixture.wick_fails_for_mixture' depends on axioms: [propext, Classical.choice, Quot.sound]
#print axioms WickCanonicalMixture.wick_iff_idempotent
-- 'WickCanonicalMixture.wick_iff_idempotent' depends on axioms: [propext, Classical.choice, Quot.sound]
#print axioms WickCanonicalMixture.wick_holds_for_independent
-- 'WickCanonicalMixture.wick_holds_for_independent' depends on axioms: [propext, Classical.choice, Quot.sound]
```
